# The dissipation coefficients (−6, 14, −8, −3, 4, −1) are time-reversible on polynomials up to degree six

Weight the values of the uniform motion f(x) = x at the times t, t − h, …, t − 5h with −6, 14, −8, −3, 4, −1: replacing h by −h changes the weighted sum only through a multiple of 14·1 − 8·2 − 3·3 + 4·4 − 1·5, which is zero. The same cancellation occurs when the lags 1 to 5 are cubed or raised to the fifth power, and it fails at the seventh power, so the sum is unchanged by time reversal on every polynomial of degree at most 6 but not on x⁷ when h ≠ 0.

In Lean 4 with Mathlib:

```lean
import Mathlib

open Polynomial Finset

namespace ExtendedLagrangianDissipation

noncomputable section

/-- The dissipation coefficients `(-6, 14, -8, -3, 4, -1)` for the lags `0` to `5`,
continued by zero. -/
def dissCoeff : ℕ → ℝ
  | 0 => -6
  | 1 => 14
  | 2 => -8
  | 3 => -3
  | 4 => 4
  | 5 => -1
  | _ => 0

/-- The dissipation term at time `t`, built from the present and five earlier points of the
trajectory `f` with time step `h`. -/
def pastSum (f : ℝ → ℝ) (t h : ℝ) : ℝ :=
  ∑ k ∈ range 6, dissCoeff k * f (t - (k : ℝ) * h)

/-- The time-reversed dissipation term, built from the present and five later points of the
trajectory `f`. -/
def futureSum (f : ℝ → ℝ) (t h : ℝ) : ℝ :=
  ∑ k ∈ range 6, dissCoeff k * f (t + (k : ℝ) * h)

/-- On a polynomial trajectory of degree at most 8, the difference between the dissipation term
and its time reverse involves only the coefficients of degree 7 and 8. -/
theorem defect_eq_coeff (p : ℝ[X]) (hp : p.natDegree ≤ 8) (t h : ℝ) :
    pastSum (fun x => p.eval x) t h - futureSum (fun x => p.eval x) t h
      = 40320 * h ^ 7 * (p.coeff 7 + 8 * t * p.coeff 8) := by
  have hp9 : p.natDegree < 9 := by omega
  -- expand in powers of the time and compare
  simp only [pastSum, futureSum, eval_eq_sum_range' hp9, sum_range_succ, sum_range_zero,
    dissCoeff]
  push_cast
  ring

/-- On a polynomial trajectory of degree at most 8, the dissipation term differs from its time
reverse by `8 h⁷` times the seventh time derivative. -/
theorem defect_eq_seventh_derivative (p : ℝ[X]) (hp : p.natDegree ≤ 8) (t h : ℝ) :
    pastSum (fun x => p.eval x) t h - futureSum (fun x => p.eval x) t h
      = 8 * h ^ 7 * (derivative^[7] p).eval t := by
  have hd : (derivative^[7] p).natDegree < 2 := by
    have := natDegree_iterate_derivative p 7
    omega
  -- the seventh derivative is affine in time, with these two coefficients
  have e0 : (derivative^[7] p).coeff 0 = 5040 * p.coeff 7 := by
    have hn : (0 + 7).descFactorial 7 = 5040 := by rfl
    rw [coeff_iterate_derivative, hn, nsmul_eq_mul]
    norm_num
  have e1 : (derivative^[7] p).coeff 1 = 40320 * p.coeff 8 := by
    have hn : (1 + 7).descFactorial 7 = 40320 := by rfl
    rw [coeff_iterate_derivative, hn, nsmul_eq_mul]
    norm_num
  rw [defect_eq_coeff p hp, eval_eq_sum_range' hd, sum_range_succ, sum_range_one, e0, e1]
  ring

/-- The dissipation term equals its time reverse on every polynomial trajectory of degree at
most 6, at every time and for every time step. -/
theorem time_reversible_of_degree_le_six (p : ℝ[X]) (hp : p.natDegree ≤ 6) (t h : ℝ) :
    pastSum (fun x => p.eval x) t h = futureSum (fun x => p.eval x) t h := by
  have hd := defect_eq_seventh_derivative p (by omega) t h
  rw [iterate_derivative_eq_zero (by omega : p.natDegree < 7), eval_zero, mul_zero] at hd
  exact sub_eq_zero.mp hd

/-- On the trajectory `x⁷` the dissipation term exceeds its time reverse by `40320 h⁷`,
at every time. -/
theorem septic_defect (t h : ℝ) :
    pastSum (fun x => x ^ 7) t h - futureSum (fun x => x ^ 7) t h = 40320 * h ^ 7 := by
  simp only [pastSum, futureSum, sum_range_succ, sum_range_zero, dissCoeff]
  push_cast
  ring

/-- On the trajectory `x⁷` the dissipation term differs from its time reverse at every time,
for every nonzero time step. -/
theorem septic_not_time_reversible (t h : ℝ) (hh : h ≠ 0) :
    pastSum (fun x => x ^ 7) t h ≠ futureSum (fun x => x ^ 7) t h := by
  intro e
  have hd := septic_defect t h
  rw [e, sub_self] at hd
  exact mul_ne_zero (by norm_num) (pow_ne_zero 7 hh) hd.symm

/-- For a nonzero time step and a polynomial trajectory of degree at most 7, the dissipation term
equals its time reverse at a given time exactly when the degree is at most 6. -/
theorem time_reversible_iff (p : ℝ[X]) (hp : p.natDegree ≤ 7) (t h : ℝ) (hh : h ≠ 0) :
    pastSum (fun x => p.eval x) t h = futureSum (fun x => p.eval x) t h
      ↔ p.natDegree ≤ 6 := by
  constructor
  · intro e
    by_contra hc
    have h7 : p.natDegree = 7 := by omega
    -- the leading coefficient is the one of degree 7
    have hl : p.coeff 7 ≠ 0 := by
      intro h0
      have hz : p.leadingCoeff = 0 := by rw [leadingCoeff, h7, h0]
      rw [leadingCoeff_eq_zero] at hz
      rw [hz] at h7
      simp at h7
    have hd := defect_eq_coeff p (by omega) t h
    rw [coeff_eq_zero_of_natDegree_lt (by omega : p.natDegree < 8), e, sub_self] at hd
    have hne : 40320 * h ^ 7 * p.coeff 7 ≠ 0 :=
      mul_ne_zero (mul_ne_zero (by norm_num) (pow_ne_zero 7 hh)) hl
    apply hne
    linear_combination -hd
  · intro h6
    exact time_reversible_of_degree_le_six p h6 t h

/-- The sine sum of the dissipation coefficients in closed form, for a phase advance `θ`
per time step. -/
theorem sine_sum (θ : ℝ) :
    ∑ k ∈ range 6, dissCoeff k * Real.sin ((k : ℝ) * θ)
      = 16 * Real.sin θ ^ 3 * (1 - Real.cos θ) ^ 2 := by
  -- multiple-angle formulas
  have s2 : Real.sin (2 * θ) = 2 * Real.sin θ * Real.cos θ := Real.sin_two_mul θ
  have s3 : Real.sin (3 * θ) = Real.sin θ * (4 * Real.cos θ ^ 2 - 1) := by
    rw [show 3 * θ = 2 * θ + θ by ring, Real.sin_add, Real.sin_two_mul, Real.cos_two_mul]
    ring
  have s4 : Real.sin (4 * θ) = Real.sin θ * (8 * Real.cos θ ^ 3 - 4 * Real.cos θ) := by
    rw [show 4 * θ = 2 * (2 * θ) by ring, Real.sin_two_mul (2 * θ), Real.sin_two_mul θ,
      Real.cos_two_mul θ]
    ring
  have s5 : Real.sin (5 * θ)
      = Real.sin θ * (16 * Real.cos θ ^ 4 - 12 * Real.cos θ ^ 2 + 1) := by
    rw [show 5 * θ = 2 * (2 * θ) + θ by ring, Real.sin_add, Real.sin_two_mul (2 * θ),
      Real.cos_two_mul (2 * θ), Real.sin_two_mul θ, Real.cos_two_mul θ]
    ring
  simp only [sum_range_succ, sum_range_zero, dissCoeff, Nat.cast_zero, Nat.cast_one,
    Nat.cast_ofNat, zero_mul, one_mul, Real.sin_zero, s2, s3, s4, s5]
  linear_combination
    (-16 * Real.sin θ * (1 - Real.cos θ) ^ 2) * Real.sin_sq_add_cos_sq θ

/-- The difference between the dissipation term and its time reverse on a harmonic mode of
angular frequency `ω` and phase `φ`, in closed form. -/
theorem harmonic_defect (ω φ t h : ℝ) :
    pastSum (fun x => Real.cos (ω * x + φ)) t h
        - futureSum (fun x => Real.cos (ω * x + φ)) t h
      = 32 * Real.sin (ω * t + φ) * Real.sin (ω * h) ^ 3 * (1 - Real.cos (ω * h)) ^ 2 := by
  -- only the sine parts survive the subtraction
  have key : pastSum (fun x => Real.cos (ω * x + φ)) t h
        - futureSum (fun x => Real.cos (ω * x + φ)) t h
      = 2 * Real.sin (ω * t + φ)
        * ∑ k ∈ range 6, dissCoeff k * Real.sin ((k : ℝ) * (ω * h)) := by
    simp only [pastSum, futureSum]
    rw [← sum_sub_distrib, mul_sum]
    apply sum_congr rfl
    intro k _
    rw [show ω * (t - (k : ℝ) * h) + φ = (ω * t + φ) - (k : ℝ) * (ω * h) by ring,
      show ω * (t + (k : ℝ) * h) + φ = (ω * t + φ) + (k : ℝ) * (ω * h) by ring,
      Real.cos_sub, Real.cos_add (ω * t + φ)]
    ring
  rw [key, sine_sum]
  ring

end

end ExtendedLagrangianDissipation
```

```lean
#print axioms ExtendedLagrangianDissipation.time_reversible_of_degree_le_six
#print axioms ExtendedLagrangianDissipation.septic_not_time_reversible
#print axioms ExtendedLagrangianDissipation.time_reversible_iff
#print axioms ExtendedLagrangianDissipation.harmonic_defect
```

```
'ExtendedLagrangianDissipation.time_reversible_of_degree_le_six' depends on axioms: [propext, Classical.choice, Quot.sound]
'ExtendedLagrangianDissipation.septic_not_time_reversible' depends on axioms: [propext, Classical.choice, Quot.sound]
'ExtendedLagrangianDissipation.time_reversible_iff' depends on axioms: [propext, Classical.choice, Quot.sound]
'ExtendedLagrangianDissipation.harmonic_defect' depends on axioms: [propext, Classical.choice, Quot.sound]
```

## Two weighted sums and their difference

Write cₖ for the coefficient at lag k, with k running from 0 to 5. In the file this is `dissCoeff k`. For a trajectory f, a time t and a time step h, `pastSum f t h` and `futureSum f t h` are

P = Σₖ cₖ f(t − kh)

F = Σₖ cₖ f(t + kh)

The difference P − F is called the defect below. It is zero exactly when the weighted sum takes the same value whether it is built from the history or from the mirrored future.

The theorems say the following.

- `defect_eq_coeff` and `defect_eq_seventh_derivative` give the defect exactly for every real polynomial p of degree at most 8. It equals 8 h⁷ times the seventh derivative of p at t.
- `time_reversible_of_degree_le_six` states that P = F for degree at most 6, at every t and every h.
- `septic_defect` gives the defect 40320 h⁷ for x⁷, independent of t, and `septic_not_time_reversible` concludes that P ≠ F whenever h ≠ 0.
- `time_reversible_iff` makes the boundary sharp: for h ≠ 0 and a polynomial of degree at most 7, P = F at a given time if and only if the degree is at most 6.
- `harmonic_defect` treats the oscillation cos(ωx + φ), where ω is the angular frequency and φ the phase, and gives its defect in closed form.

A polynomial is an element `p` of `ℝ[X]`, and the trajectory it describes is the function `fun x => p.eval x`. The degree is `natDegree`, which is 0 for the zero polynomial, so constant and vanishing trajectories are included. The time step is any real number, possibly negative or zero; only the statements about failure need h ≠ 0.

## The damping term in extended Lagrangian dynamics

In extended Lagrangian Born–Oppenheimer molecular dynamics, auxiliary electronic variables are propagated alongside the nuclei. A time-reversible recurrence for them has no mechanism to forget numerical noise, so a weak damping term built from earlier time steps can be added. The sum P is such a term, without the small prefactor that sets its strength. Running the trajectory backwards replaces P by F, and the defect measures how much the damping term itself breaks time reversal.

For a prescribed polynomial trajectory of degree at most 8, the result says that this breaking is of seventh order in the time step, with the explicit factor 8. The trajectory is given in advance here and is not generated by the recurrence. The file therefore says nothing about the stability of the full integrator, how strongly it damps noise, or energy drift in a simulation. It treats one real-valued component; for a density matrix with real entries, the sum acts on each entry separately.

Reversibility of the term does not mean that the term vanishes. Take f(x) = x³ with t = 1 and h = 1. The history consists of the values 1, 0, −1, −8, −27, −64 and gives

P = −6 + 0 + 8 + 24 − 108 + 64 = −18

The mirrored future consists of 1, 8, 27, 64, 125, 216 and gives

F = −6 + 112 − 216 − 192 + 500 − 216 = −18

The two sums agree, and both are nonzero. For x⁷ with t = 0 and h = 1, by contrast, P = 20160 and F = −20160, with difference 40320.

## Odd moments of the coefficients

Let p have degree at most 8, and write p⁽ᵐ⁾ for its m-th derivative. Taylor's formula is exact for polynomials, so

p(t − kh) − p(t + kh) = −2 Σ (kh)ᵐ p⁽ᵐ⁾(t) / m!, summed over m = 1, 3, 5, 7

The even powers have cancelled because they do not see the sign of h. Multiplying by cₖ and summing over k leaves the odd moments of the coefficients:

Σₖ cₖ k = 14 − 16 − 9 + 16 − 5 = 0

Σₖ cₖ k³ = 14 − 64 − 81 + 256 − 125 = 0

Σₖ cₖ k⁵ = 14 − 256 − 729 + 4096 − 3125 = 0

Σₖ cₖ k⁷ = 14 − 1024 − 6561 + 65536 − 78125 = −20160

Only m = 7 survives. Since 7! = 5040,

P − F = −2 · (−20160) · h⁷ p⁽⁷⁾(t) / 5040 = 8 h⁷ p⁽⁷⁾(t)

For degree at most 6 the seventh derivative is zero and P = F. For x⁷ it is 5040, which gives 40320 h⁷.

With aᵢ for the coefficient of xⁱ in p, the seventh derivative of a polynomial of degree at most 8 is 5040 a₇ + 40320 a₈ t. The defect can therefore also be written as

P − F = 40320 h⁷ (a₇ + 8 t a₈)

This form shows why the equivalence in `time_reversible_iff` stops at degree 7. If a₈ ≠ 0, the bracket vanishes at one particular time, and there the two sums agree although the degree is 8. The trajectory x⁸ at t = 0 is an example: it is even about that time.

## How the polynomial part is checked

The file does not use Taylor's formula. In `defect_eq_coeff` it writes p as a sum of powers, inserts the times t − kh and t + kh, and compares both sides as polynomials in t, h and the coefficients of p. The cancellation of the odd moments takes place inside the final `ring`.

The device that makes this possible is the Mathlib lemma `eval_eq_sum_range'`. It says that if the degree of p is strictly less than n, then p(x) is the sum of aᵢ xⁱ over i from 0 to n − 1. The number n is free, and the proof chooses n = 9 through `hp9`. A polynomial of lower degree simply has zeros among its nine coefficients. A sum whose length was the actual degree plus one would have a symbolic length, and `sum_range_succ` could not unfold it into a fixed list of terms. With nine terms for each of the values involved, a statement about all polynomials of degree at most 8 becomes one algebraic identity, which `ring` decides.

`defect_eq_seventh_derivative` uses the same lemma again, now for the seventh derivative, whose degree is less than 2. Its two coefficients are computed in `e0` and `e1`. The function `descFactorial` supplies the products 7·6·5·4·3·2·1 = 5040 and 8·7·6·5·4·3·2 = 40320 that differentiation produces.

The reversibility theorem then follows from `iterate_derivative_eq_zero`: seven derivatives annihilate a polynomial of degree less than 7. The statement about x⁷ is expanded directly in `septic_defect`, and its nonzero value for h ≠ 0 rules out equality of the sums.

For `time_reversible_iff`, one direction is the reversibility theorem. For the other, suppose that the sums agree but the degree is not at most 6. The degree is then 7, so a₇ is the leading coefficient and is nonzero, as `hl` records. With a₈ = 0 the defect is 40320 h⁷ a₇, a product of nonzero factors, which contradicts the agreement of the sums.

## Harmonic modes

Polynomials approximate a smooth trajectory over a short stretch of time. A harmonic vibration is instead described by a cosine at all times. For f(x) = cos(ωx + φ), set θ = ωh, the phase advance per time step. The addition theorems give

cos(ωt + φ − kθ) − cos(ωt + φ + kθ) = 2 sin(ωt + φ) sin(kθ)

and therefore

P − F = 2 sin(ωt + φ) Σₖ cₖ sin(kθ)

Write s = sin θ and u = cos θ. The multiple-angle formulas are

sin 2θ = 2su

sin 3θ = s(4u² − 1)

sin 4θ = s(8u³ − 4u)

sin 5θ = s(16u⁴ − 12u² + 1)

Inserting them and collecting powers of u gives

Σₖ cₖ sin(kθ) = 16 s (1 − 2u + 2u³ − u⁴) = 16 s (1 − u²)(1 − u)²

With 1 − u² = s² this becomes 16 s³ (1 − u)², and the defect is

P − F = 32 sin(ωt + φ) sin³(ωh) (1 − cos(ωh))²

The proof follows these steps. In `harmonic_defect`, the intermediate statement `key` combines the two sums term by term and applies the addition theorems. The theorem `sine_sum` evaluates what remains: `s2` to `s5` are the four multiple-angle formulas, and the closing `linear_combination` uses s² + u² = 1, multiplied by the factor needed to turn 1 − u² into s².

The formula holds for any time step, not only a small one. The defect vanishes at the turning points of the oscillation, where sin(ωt + φ) = 0 and the cosine is even about t. Expanding the formula by hand for small ωh gives the leading term 8 (ωh)⁷ sin(ωt + φ). This is 8 h⁷ times the seventh derivative of the mode, in agreement with the polynomial result.
